# Free spinless fermions on a partly filled uniform ring: for even particle number, the ground energy has a cusp at zero flux

Take a ring of $N$ identical sites with zero on-site energy and the same hopping term $-t$, $t>0$, between all neighbours, and measure energies in units of $t$. Magnetic flux through the ring shifts every one-particle level smoothly. When $M$ spinless fermions fill the lowest levels, does their total energy also respond smoothly around zero flux? For even $M$ with $0<M<N$ it does not. With $f$ the phase that the flux adds to one trip round the ring and $|f|\le\pi$, the ground energy is

$$E_0(f)=-2\,\frac{\sin(\pi M/N)}{\sin(\pi/N)}\cos\frac{\pi-|f|}{N}.$$

The $|f|$ makes the persistent current, proportional to $-dE_0/df$, jump at zero flux in this non-interacting, zero-temperature model.

## Levels and fillings

```lean
import Mathlib

open Finset Real

namespace RingFluxEvenFilling

noncomputable section

/-- Level with momentum label `k` on a ring of `N ≥ 1` sites threaded by the flux phase `f`,
in units of the hopping amplitude. -/
def level (N : ℕ) (f : ℝ) (k : ℕ) : ℝ := -2 * Real.cos ((2 * π * k + f) / N)
```

The level with momentum label $k$ is $\varepsilon_k=-2\cos\theta_k$, where $\theta_k=(2\pi k+f)/N$. Energies are in units of the hopping amplitude. This spectrum is taken as the definition; no Hamiltonian is diagonalised.

```lean
/-- All energies obtained by placing `M` spinless fermions in distinct levels of the ring. -/
def energies (N M : ℕ) (f : ℝ) : Set ℝ :=
  {E | ∃ S : Finset ℕ, S ⊆ range N ∧ S.card = M ∧ E = ∑ k ∈ S, level N f k}
```

A filling is a finite set `S` of labels from $0,\dots,N-1$ with `S.card = M`. Using a set enforces Pauli exclusion. `energies` collects the sums of levels over all such fillings.

```lean
/-- Ground-state energy of `M ≤ N` spinless fermions on the ring, as a function of flux. -/
def groundEnergy (N M : ℕ) (f : ℝ) : ℝ := sInf (energies N M f)
```

The ground energy is the infimum `sInf` of these energies. Later, `IsLeast` will say that a value is one of the energies and that none lies below it, so the infimum is attained.

```lean
/-- The Fermi sea with momentum labels `-b, ..., a - 1` modulo `N`, for `a + b ≤ N`. -/
def fermiSea (N a b : ℕ) : Finset ℕ := Ico 0 a ∪ Ico (N - b) N
```

The Fermi sea fills $-b,\dots,a-1$ modulo $N$, written as two runs: $0,\dots,a-1$ and $N-b,\dots,N-1$.

```lean
/-- For a partly filled ring, `0 < M < N`, the factor `sin (π M / N)` is positive. -/
theorem sin_filling_pos {N M : ℕ} (h0 : 0 < M) (hM : M < N) :
    0 < Real.sin (π * M / N) := by
  have hM0 : (0 : ℝ) < M := by exact_mod_cast h0
  have hMN : (M : ℝ) < N := by exact_mod_cast hM
  have hN : (0 : ℝ) < N := hM0.trans hMN
  apply Real.sin_pos_of_pos_of_lt_pi (by positivity)
  rw [div_lt_iff₀ hN]
  nlinarith [Real.pi_pos]
```

For $0<M<N$ the angle $\pi M/N$ lies strictly between $0$ and $\pi$, so its sine is positive. On a full ring this sine vanishes, and the cusp with it.

## The energy of a Fermi sea

```lean
/-- The levels of a run of consecutive momentum labels sum to a difference of two boundary
terms, after multiplication by `2 sin (π / N)`. -/
theorem arc_sum (N : ℕ) (f : ℝ) {a b : ℕ} (hab : a ≤ b) :
    2 * Real.sin (π / N) * ∑ k ∈ Ico a b, level N f k =
      -2 * (Real.sin ((2 * π * b - π + f) / N) - Real.sin ((2 * π * a - π + f) / N)) := by
  induction b, hab using Nat.le_induction with
  | base => simp
  | succ n hn ih =>
    have key : 2 * Real.sin (π / N) * level N f n =
        -2 * (Real.sin ((2 * π * ((n + 1 : ℕ) : ℝ) - π + f) / N)
          - Real.sin ((2 * π * n - π + f) / N)) := by
      have h1 : (2 * π * ((n + 1 : ℕ) : ℝ) - π + f) / N
          = (2 * π * n + f) / N + π / N := by push_cast; ring
      have h2 : (2 * π * n - π + f) / N = (2 * π * n + f) / N - π / N := by ring
      rw [h1, h2, Real.sin_add, Real.sin_sub, level]
      ring
    rw [Finset.sum_Ico_succ_top hn, mul_add]
    linear_combination ih + key
```

The addition formulas give

$$2\sin\tfrac{\pi}{N}\,\varepsilon_k=-2\left[\sin(\theta_k+\tfrac{\pi}{N})-\sin(\theta_k-\tfrac{\pi}{N})\right].$$

Since $\theta_k+\pi/N=\theta_{k+1}-\pi/N$, the sum over $k=a,\dots,b-1$ telescopes to its two ends. Here $a$ and $b$ mark the ends of a single run, not the two run lengths of `fermiSea`. Lean does this by induction on `b`; `key` is the displayed identity.

```lean
/-- Energy of a Fermi sea of `M = a + b` fermions on a ring of `N ≥ 2` sites, `M ≤ N`. -/
theorem sea_energy {N M a b : ℕ} (f : ℝ) (hN : 2 ≤ N) (hab : a + b = M) (hM : M ≤ N) :
    ∑ k ∈ fermiSea N a b, level N f k =
      -2 * (Real.sin (π * M / N) / Real.sin (π / N))
        * Real.cos ((((a : ℝ) - b - 1) * π + f) / N) := by
  have hs : 0 < Real.sin (π / N) := by
    simpa using sin_filling_pos (N := N) (M := 1) one_pos (by omega)
  have hNN : (N : ℝ) / N = 1 := div_self (by exact_mod_cast (by omega : N ≠ 0))
  have hMr : (M : ℝ) = a + b := by exact_mod_cast hab.symm
  have hdis : Disjoint (Ico 0 a) (Ico (N - b) N) := by
    rw [Finset.disjoint_left]
    intro k
    simp only [Finset.mem_Ico]
    omega
  have h1 := arc_sum N f (Nat.zero_le a)
  have h2 := arc_sum N f (Nat.sub_le N b)
  rw [Nat.cast_zero] at h1
  rw [Nat.cast_sub (by omega : b ≤ N)] at h2
  obtain ⟨d, hd⟩ : ∃ d, d = (((a : ℝ) - b - 1) * π + f) / N := ⟨_, rfl⟩
  obtain ⟨s, hs'⟩ : ∃ s, s = π * M / N := ⟨_, rfl⟩
  have e1 : (2 * π * a - π + f) / N = d + s := by rw [hd, hs', hMr]; ring
  have e2 : (2 * π * ((N : ℝ) - b) - π + f) / N = d - s + 2 * π := by
    rw [hd, hs', hMr]; linear_combination (2 * π) * hNN
  have e3 : (2 * π * N - π + f) / N = (2 * π * 0 - π + f) / N + 2 * π := by
    linear_combination (2 * π) * hNN
  rw [e1, Real.sin_add] at h1
  rw [e2, e3, Real.sin_add_two_pi, Real.sin_add_two_pi, Real.sin_sub] at h2
  rw [fermiSea, Finset.sum_union hdis, ← hd, ← hs',
    show -2 * (Real.sin s / Real.sin (π / N)) * Real.cos d
      = (-2 * Real.sin s * Real.cos d) / Real.sin (π / N) by ring, eq_div_iff hs.ne']
  linear_combination (h1 + h2) / 2
```

Let $M=a+b$, $s=\pi M/N$ and $d=((a-b-1)\pi+f)/N$. Apply the telescoped sum to both runs. The boundary terms at labels $0$ and $N$ differ by a full turn and cancel, leaving

$$2\sin\tfrac{\pi}{N}\,E=-2[\sin(d+s)-\sin(d-s)]=-4\sin s\cos d.$$

Division by $2\sin(\pi/N)$ gives the stated energy.

## Why no other filling is lower

```lean
/-- If a Fermi level `μ` separates the filled set `T` from the other levels of `S`, and both
hold equally many fermions, then `T` has no more energy than `S`. -/
theorem exchange {S T : Finset ℕ} {g : ℕ → ℝ} (μ : ℝ) (hc : S.card = T.card)
    (hT : ∀ k ∈ T, g k ≤ μ) (hS : ∀ k ∈ S, k ∉ T → μ ≤ g k) :
    ∑ k ∈ T, g k ≤ ∑ k ∈ S, g k := by
  have h1 : ∑ k ∈ T \ S, (g k - μ) ≤ 0 := Finset.sum_nonpos fun k hk =>
    sub_nonpos.2 (hT k (Finset.mem_sdiff.1 hk).1)
  have h2 : 0 ≤ ∑ k ∈ S \ T, (g k - μ) := Finset.sum_nonneg fun k hk =>
    sub_nonneg.2 (hS k (Finset.mem_sdiff.1 hk).1 (Finset.mem_sdiff.1 hk).2)
  have e1 := Finset.sum_inter_add_sum_sdiff T S (fun k => g k - μ)
  have e2 := Finset.sum_inter_add_sum_sdiff S T (fun k => g k - μ)
  rw [Finset.inter_comm S T] at e2
  have s1 : ∑ k ∈ T, (g k - μ) = ∑ k ∈ T, g k - T.card * μ := by
    simp [Finset.sum_sub_distrib]
  have s2 : ∑ k ∈ S, (g k - μ) = ∑ k ∈ S, g k - T.card * μ := by
    simp [Finset.sum_sub_distrib, hc]
  linarith
```

Measure levels from a threshold $\mu$. Labels common to $S$ and $T$ contribute equally to both sums. Those only in $T$ contribute at most zero, and those only in $S$ at least zero. Equal particle numbers let us add $\mu$ back without changing the comparison.

```lean
/-- For `N ≥ 2`, `0 < M ≤ N`, `M = a + b` and `|(a - b - 1) π + f| ≤ π`, the least energy of `M`
fermions is `-2 (sin (π M / N) / sin (π / N)) cos (((a - b - 1) π + f) / N)`. -/
theorem sea_isLeast {N M a b : ℕ} {f : ℝ} (hN : 2 ≤ N) (hab : a + b = M) (h0 : 0 < M)
    (hM : M ≤ N) (hδ : |((a : ℝ) - b - 1) * π + f| ≤ π) :
    IsLeast (energies N M f) (-2 * (Real.sin (π * M / N) / Real.sin (π / N))
      * Real.cos ((((a : ℝ) - b - 1) * π + f) / N)) := by
  rw [← sea_energy f hN hab hM]
  have hcard : (fermiSea N a b).card = M := by
    rw [fermiSea, Finset.card_union_of_disjoint, Nat.card_Ico, Nat.card_Ico]
    · omega
    · rw [Finset.disjoint_left]
      intro k
      simp only [Finset.mem_Ico]
      omega
  refine ⟨⟨_, ?_, hcard, rfl⟩, ?_⟩
  · intro k
    simp only [fermiSea, Finset.mem_union, Finset.mem_Ico, Finset.mem_range]
    omega
  rintro E ⟨S, hS, hc, rfl⟩
  have hp := Real.pi_pos
  have hNr : (0 : ℝ) < N := by exact_mod_cast (by omega : 0 < N)
  have hNN : (N : ℝ) / N = 1 := div_self hNr.ne'
  have ha : (0 : ℝ) ≤ a := Nat.cast_nonneg a
  have hb : (0 : ℝ) ≤ b := Nat.cast_nonneg b
  have h1 : (1 : ℝ) ≤ a + b := by exact_mod_cast (by omega : 1 ≤ a + b)
  have h2 : (a : ℝ) + b ≤ N := by exact_mod_cast (by omega : a + b ≤ N)
  obtain ⟨D, hD0, hD1, hD2, hD3⟩ : ∃ D : ℝ, 0 ≤ D ∧ ((a : ℝ) - b - 1) * π + f ≤ D ∧
      -D ≤ ((a : ℝ) - b - 1) * π + f ∧ D ≤ π :=
    ⟨_, abs_nonneg _, le_abs_self _, neg_abs_le _, hδ⟩
  -- `A / N` is the Fermi angle: filled levels lie inside it, empty ones outside
  obtain ⟨A, hA⟩ : ∃ A : ℝ, A = D + ((a : ℝ) + b - 1) * π := ⟨_, rfl⟩
  have hA0 : 0 ≤ A := by nlinarith [mul_nonneg (sub_nonneg.2 h1) hp.le]
  have hAN : A ≤ π * N := by nlinarith [mul_nonneg (sub_nonneg.2 h2) hp.le]
  have inner_le : ∀ x : ℝ, |x| ≤ A → Real.cos (A / N) ≤ Real.cos (x / N) := by
    intro x hx
    rw [← Real.cos_abs (x / N), abs_div, abs_of_pos hNr]
    exact Real.cos_le_cos_of_nonneg_of_le_pi (by positivity)
      ((div_le_iff₀ hNr).2 hAN) (by gcongr)
  apply exchange (-2 * Real.cos (A / N)) (hc.trans hcard.symm)
  · intro k hk
    simp only [fermiSea, Finset.mem_union, Finset.mem_Ico] at hk
    have hk0 : (0 : ℝ) ≤ k := Nat.cast_nonneg k
    rcases hk with hk | hk
    · have hka : (k : ℝ) + 1 ≤ a := by exact_mod_cast hk.2
      have := inner_le (2 * π * k + f) (abs_le.2 ⟨by
        nlinarith [mul_nonneg hp.le hk0, mul_nonneg hp.le hb], by
        nlinarith [mul_nonneg hp.le (sub_nonneg.2 hka)]⟩)
      unfold level
      linarith
    · have hkN : (k : ℝ) + 1 ≤ N := by exact_mod_cast hk.2
      have hkb : (N : ℝ) ≤ k + b := by exact_mod_cast (by omega : N ≤ k + b)
      have := inner_le (2 * π * k + f - 2 * π * N) (abs_le.2 ⟨by
        nlinarith [mul_nonneg hp.le (sub_nonneg.2 hkb)], by
        nlinarith [mul_nonneg hp.le (sub_nonneg.2 hkN), mul_nonneg hp.le ha]⟩)
      have e : (2 * π * k + f - 2 * π * N) / N = (2 * π * k + f) / N - 2 * π := by
        linear_combination (-2 * π) * hNN
      rw [e, Real.cos_sub_two_pi] at this
      unfold level
      linarith
  · intro k hkS hk
    have hkN := Finset.mem_range.1 (hS hkS)
    simp only [fermiSea, Finset.mem_union, Finset.mem_Ico] at hk
    have hka : (a : ℝ) ≤ k := by exact_mod_cast (by omega : a ≤ k)
    have hkb : (k : ℝ) + b + 1 ≤ N := by exact_mod_cast (by omega : k + b + 1 ≤ N)
    have l1 : A ≤ 2 * π * k + f := by nlinarith [mul_nonneg hp.le (sub_nonneg.2 hka)]
    have l2 : 2 * π * k + f ≤ 2 * π * N - A := by
      nlinarith [mul_nonneg hp.le (sub_nonneg.2 hkb)]
    have m1 : A / N ≤ (2 * π * k + f) / N := by gcongr
    have m2 : (2 * π * k + f) / N ≤ 2 * π - A / N := by
      rw [div_le_iff₀ hNr, sub_mul, div_mul_cancel₀ _ hNr.ne']
      exact l2
    have m0 : 0 ≤ A / N := by positivity
    have : Real.cos ((2 * π * k + f) / N) ≤ Real.cos (A / N) := by
      rcases le_total ((2 * π * k + f) / N) π with h | h
      · exact Real.cos_le_cos_of_nonneg_of_le_pi m0 h m1
      · rw [← Real.cos_two_pi_sub ((2 * π * k + f) / N)]
        exact Real.cos_le_cos_of_nonneg_of_le_pi m0 (by linarith) (by linarith)
    unfold level
    linarith
```

Write $\delta=(a-b-1)\pi+f$ for the centre of the sea in the variable $x=2\pi k+f$, and assume $|\delta|\le\pi$. Set $A=|\delta|+(M-1)\pi$, which is at most $\pi N$.

- Filled labels, taken as $-b,\dots,a-1$, have $|x-\delta|\le(M-1)\pi$, hence $|x|\le A$.
- Empty labels have $\delta+(M+1)\pi\le x\le 2\pi N+\delta-(M+1)\pi$. Because $|\delta|\le\pi$, this places $x$ between $A$ and $2\pi N-A$.

Cosine decreases on $[0,\pi]$, so $\mu=-2\cos(A/N)$ separates filled from empty levels, and `exchange` finishes the argument.

## Even filling and the cusp

```lean
/-- For an even number `M` of fermions, `0 < M < N`, and flux `|f| ≤ π`, the least energy is
`-2 (sin (π M / N) / sin (π / N)) cos ((π - |f|) / N)`. -/
theorem even_filling_isLeast {N M : ℕ} {f : ℝ} (hE : Even M) (h0 : 0 < M) (hM : M < N)
    (hf : |f| ≤ π) :
    IsLeast (energies N M f) (-2 * (Real.sin (π * M / N) / Real.sin (π / N))
      * Real.cos ((π - |f|) / N)) := by
  obtain ⟨m, hm⟩ := hE
  obtain ⟨n, rfl⟩ : ∃ n, m = n + 1 := ⟨m - 1, by omega⟩
  have hb : abs (π - |f|) ≤ π := by
    rw [abs_of_nonneg (by linarith)]
    linarith [abs_nonneg f]
  -- the sign of the flux decides on which side the last fermion sits
  rcases le_total 0 f with hf0 | hf0
  · have e : (((n + 1 : ℕ) : ℝ) - ((n + 1 : ℕ) : ℝ) - 1) * π + f = -(π - |f|) := by
      rw [abs_of_nonneg hf0]; ring
    have h := sea_isLeast (N := N) (M := M) (a := n + 1) (b := n + 1) (f := f)
      (by omega) (by omega) h0 hM.le (by rw [e, abs_neg]; exact hb)
    rwa [e, neg_div, Real.cos_neg] at h
  · have e : (((n + 2 : ℕ) : ℝ) - (n : ℝ) - 1) * π + f = π - |f| := by
      rw [abs_of_nonpos hf0]; push_cast; ring
    have h := sea_isLeast (N := N) (M := M) (a := n + 2) (b := n) (f := f)
      (by omega) (by omega) h0 hM.le (by rw [e]; exact hb)
    rwa [e] at h
```

Write $M=2m$. For $f\ge0$ choose $a=b=m$, so $\delta=f-\pi$. For $f\le0$ choose $a=m+1$, $b=m-1$, so $\delta=f+\pi$. Either way $|\delta|=\pi-|f|\le\pi$, and the evenness of cosine gives the formula for $E_0$.

```lean
/-- For even `M`, `0 < M < N`, the ground energy has slope `-(2 / N) sin (π M / N)` on the
right of zero flux and the opposite slope on the left. -/
theorem cusp_slopes {N M : ℕ} (hE : Even M) (h0 : 0 < M) (hM : M < N) :
    HasDerivWithinAt (groundEnergy N M) (-(2 / N * Real.sin (π * M / N))) (Set.Ici 0) 0 ∧
    HasDerivWithinAt (groundEnergy N M) (2 / N * Real.sin (π * M / N)) (Set.Iic 0) 0 := by
  have hs : 0 < Real.sin (π / N) := by
    simpa using sin_filling_pos (N := N) (M := 1) one_pos (by omega)
  have hR : Real.sin (π * M / N) / Real.sin (π / N) * Real.sin (π / N)
      = Real.sin (π * M / N) := div_mul_cancel₀ _ hs.ne'
  have hp := Real.pi_pos
  -- the two smooth branches, `σ = 1` and `σ = -1`
  have key : ∀ σ : ℝ, HasDerivAt (fun f : ℝ =>
      -2 * (Real.sin (π * M / N) / Real.sin (π / N)) * Real.cos ((π - σ * f) / N))
      (-σ * (2 / N * Real.sin (π * M / N))) 0 := by
    intro σ
    have h1 : HasDerivAt (fun f : ℝ => (π - σ * f) / N) (-σ / N) 0 :=
      ((((hasDerivAt_id' (0 : ℝ)).const_mul σ).const_sub π).div_const (N : ℝ)).congr_deriv
        (by ring)
    refine (h1.cos.const_mul
      (-2 * (Real.sin (π * M / N) / Real.sin (π / N)))).congr_deriv ?_
    simp only [mul_zero, sub_zero]
    linear_combination (-2 * σ / N) * hR
  have hE' : ∀ f : ℝ, |f| ≤ π → groundEnergy N M f = _ := fun f hf =>
    (even_filling_isLeast hE h0 hM hf).csInf_eq
  have hnear : Set.Icc (-π) π ∈ nhds (0 : ℝ) := Icc_mem_nhds (by linarith) hp
  constructor
  · refine (((key 1).congr_deriv (by ring)).hasDerivWithinAt).congr_of_eventuallyEq ?_ ?_
    · filter_upwards [self_mem_nhdsWithin, mem_nhdsWithin_of_mem_nhds hnear] with f hf hfp
      rw [hE' f (abs_le.2 hfp), abs_of_nonneg (Set.mem_Ici.1 hf), one_mul]
    · rw [hE' 0 (by simpa using hp.le), abs_zero, mul_zero]
  · refine (((key (-1)).congr_deriv (by ring)).hasDerivWithinAt).congr_of_eventuallyEq ?_ ?_
    · filter_upwards [self_mem_nhdsWithin, mem_nhdsWithin_of_mem_nhds hnear] with f hf hfp
      rw [hE' f (abs_le.2 hfp), abs_of_nonpos (Set.mem_Iic.1 hf), neg_one_mul]
    · rw [hE' 0 (by simpa using hp.le), abs_zero, mul_zero]
```

`HasDerivWithinAt` on `Set.Ici 0` is the right-hand derivative, and on `Set.Iic 0` the left-hand one. The branches replace $|f|$ by $\sigma f$ with $\sigma=\pm1$. Differentiating at zero cancels $\sin(\pi/N)$ and leaves

$$-\sigma\,\frac{2}{N}\sin\frac{\pi M}{N}.$$

```lean
/-- For even `M`, `0 < M < N`, the ground energy is not differentiable at zero flux. -/
theorem not_differentiable_at_zero_flux {N M : ℕ} (hE : Even M) (h0 : 0 < M) (hM : M < N) :
    ¬ DifferentiableAt ℝ (groundEnergy N M) 0 := by
  intro h
  obtain ⟨hr, hl⟩ := cusp_slopes hE h0 hM
  have e1 := UniqueDiffWithinAt.eq_deriv _
    (uniqueDiffOn_Ici (0 : ℝ) 0 (Set.mem_Ici.2 le_rfl)) hr h.hasDerivAt.hasDerivWithinAt
  have e2 := UniqueDiffWithinAt.eq_deriv _
    (uniqueDiffOn_Iic (0 : ℝ) 0 (Set.mem_Iic.2 le_rfl)) hl h.hasDerivAt.hasDerivWithinAt
  have hN : (0 : ℝ) < N := by exact_mod_cast h0.trans hM
  have hpos : 0 < 2 / (N : ℝ) * Real.sin (π * M / N) :=
    mul_pos (by positivity) (sin_filling_pos h0 hM)
  linarith
```

A derivative at zero would have to equal both one-sided slopes. They are opposite and nonzero, so there is none.

```lean
/-- For even `M`, `0 < M < N`, every nonzero flux with `|f| ≤ π` lowers the ground energy
below its value at zero flux. -/
theorem flux_lowers_energy {N M : ℕ} {f : ℝ} (hE : Even M) (h0 : 0 < M) (hM : M < N)
    (hf : |f| ≤ π) (hne : f ≠ 0) : groundEnergy N M f < groundEnergy N M 0 := by
  have hp := Real.pi_pos
  have hs : 0 < Real.sin (π / N) := by
    simpa using sin_filling_pos (N := N) (M := 1) one_pos (by omega)
  have hN : (1 : ℝ) ≤ N := by exact_mod_cast (by omega : 1 ≤ N)
  have hN0 : (0 : ℝ) < N := by linarith
  have hR := div_pos (sin_filling_pos h0 hM) hs
  have hcos : Real.cos (π / N) < Real.cos ((π - |f|) / N) := by
    apply Real.cos_lt_cos_of_nonneg_of_le_pi
    · exact div_nonneg (by linarith) hN0.le
    · exact div_le_self hp.le hN
    · exact div_lt_div_of_pos_right (by linarith [abs_pos.2 hne]) hN0
  have e1 : groundEnergy N M f = _ := (even_filling_isLeast hE h0 hM hf).csInf_eq
  have e2 : groundEnergy N M 0 = _ :=
    (even_filling_isLeast hE h0 hM (by simpa using hp.le)).csInf_eq
  rw [e1, e2, abs_zero, sub_zero]
  nlinarith [mul_pos hR (sub_pos.2 hcos)]

end

end RingFluxEvenFilling
```

For $0<|f|\le\pi$, the angle $(\pi-|f|)/N$ is smaller than $\pi/N$. Its cosine is larger, and the negative prefactor makes the energy strictly lower than at zero flux.

```lean
#print axioms RingFluxEvenFilling.not_differentiable_at_zero_flux
#print axioms RingFluxEvenFilling.flux_lowers_energy
```

```
'RingFluxEvenFilling.not_differentiable_at_zero_flux' depends on axioms: [propext, Classical.choice, Quot.sound]
'RingFluxEvenFilling.flux_lowers_energy' depends on axioms: [propext, Classical.choice, Quot.sound]
```

## Two fermions on four sites

Take $N=4$ and $M=2$. At $f=0$ the levels are $-2,0,2,0$, so the least sum is $-2$. The formula agrees: $-2\cdot\sqrt2\cdot\cos(\pi/4)=-2$. At $f=\pi$ the levels are $-\sqrt2,\sqrt2,\sqrt2,-\sqrt2$, and the least sum is $-2\sqrt2\approx-2.83$, again as the formula gives. The slopes at zero flux are $-\tfrac12$ on the right and $+\tfrac12$ on the left.
